# The partial transpose of a Bell-diagonal two-spin state has eigenvalues 1/2 − p_i

Two spins 1/2, each up (u) or down (d), form a singlet. Its density matrix is

$$\tfrac12\big(|ud\rangle\langle ud|+|du\rangle\langle du|-|ud\rangle\langle du|-|du\rangle\langle ud|\big).$$

The partial transpose exchanges the second-spin labels of row and column. It keeps the diagonal terms and turns $|ud\rangle\langle du|$ into $|uu\rangle\langle dd|$. The result acts on $uu+dd$ as multiplication by $-\tfrac12$ and on the other three Bell vectors as $+\tfrac12$.

A product state, and hence any mixture of product states, keeps a positive partial transpose, so the negative eigenvalue reveals entanglement. How much of the other Bell states can be mixed in before it disappears? For a two-spin dimer whose state is Bell-diagonal, the answer is a threshold of one half on the largest weight.

```lean
import Mathlib

open Matrix
open scoped ComplexOrder

namespace BellDiagonalPartialTranspose

noncomputable section
```

## The state is diagonal in the Bell basis, with real weights

Let $b_0,\dots,b_3$ be $ud-du$, $ud+du$, $uu+dd$, $uu-dd$. They are left unnormalised, with squared norm 2; the normalised states are $b_i/\sqrt2$.

```lean
/-- The four unnormalised Bell vectors ud-du, ud+du, uu+dd, uu-dd, in this order.
The amplitude table has the first spin as row and the second as column, up before down. -/
def bell (i : Fin 4) (s : Fin 2 × Fin 2) : ℂ :=
  (![!![0, 1; -1, 0], !![0, 1; 1, 0], !![1, 0; 0, 1], !![1, 0; 0, -1]] :
    Fin 4 → Matrix (Fin 2) (Fin 2) ℂ) i s.1 s.2
```

The projectors $P_i=\tfrac12 b_ib_i^\dagger$ carry the normalisation.

```lean
/-- The projector on a Bell state; the factor 1/2 normalises the Bell vector. -/
def bellProj (i : Fin 4) : Matrix (Fin 2 × Fin 2) (Fin 2 × Fin 2) ℂ :=
  (1 / 2 : ℂ) • vecMulVec (bell i) (star (bell i))
```

The mixture is $\rho=\sum_i p_iP_i$, with no coherence between different Bell states. Real weights make it Hermitian. That an actual dimer has such a state must be established from its Hamiltonian and preparation.

```lean
/-- The Bell-diagonal operator with real weights `q` on the four Bell projectors. -/
def bellMix (q : Fin 4 → ℝ) : Matrix (Fin 2 × Fin 2) (Fin 2 × Fin 2) ℂ :=
  ∑ i, (q i : ℂ) • bellProj i
```

In `partialTranspose`, the pairs `s` and `t` label row and column, first spin first.

```lean
/-- Partial transpose on the second spin: its row and column indices are exchanged,
those of the first spin stay in place. -/
def partialTranspose (M : Matrix (Fin 2 × Fin 2) (Fin 2 × Fin 2) ℂ) :
    Matrix (Fin 2 × Fin 2) (Fin 2 × Fin 2) ℂ :=
  Matrix.of fun s t => M (s.1, t.2) (t.1, s.2)
```

By hand, orthogonality gives $P_jb_i=\delta_{ij}b_i$, so an operator $\sum_j q_jP_j$ has eigenvectors $b_i$ with eigenvalues $q_i$. Four nonzero orthogonal vectors span the space, so this is the whole spectrum. Lean checks the inner products case by case and the eigenvector equation component by component.

```lean
/-- The four Bell vectors are mutually orthogonal, each with squared norm 2. -/
theorem bell_orthogonal (i j : Fin 4) :
    star (bell i) ⬝ᵥ bell j = if i = j then 2 else 0 := by
  fin_cases i <;> fin_cases j <;>
    simp [bell, dotProduct, Fintype.sum_prod_type, Fin.sum_univ_two] <;> norm_num

/-- Each Bell vector is an eigenvector of a Bell-diagonal operator, and the eigenvalue
is its weight. -/
theorem bellMix_mulVec_bell (q : Fin 4 → ℝ) (i : Fin 4) :
    bellMix q *ᵥ bell i = (q i : ℂ) • bell i := by
  ext ⟨a, b⟩
  fin_cases i <;> fin_cases a <;> fin_cases b <;>
    simp [bellMix, bellProj, bell, Matrix.mulVec, dotProduct, Fintype.sum_prod_type,
      Fin.sum_univ_two, Fin.sum_univ_four, vecMulVec_apply] <;> ring
```

Such an operator is positive semidefinite exactly when all $q_i\ge0$. In one direction, the expectation value in the normalised state $b_i/\sqrt2$ is $q_i$; the proof uses $b_i$ itself and obtains $2q_i$. In the other, a sum of projectors with nonnegative weights is positive.

```lean
/-- A Bell-diagonal operator is positive semidefinite exactly when all its weights are
nonnegative. -/
theorem bellMix_posSemidef_iff (q : Fin 4 → ℝ) :
    (bellMix q).PosSemidef ↔ ∀ i, 0 ≤ q i := by
  constructor
  · intro h i
    -- the expectation value in a Bell vector is twice the weight
    have h1 := h.dotProduct_mulVec_nonneg (bell i)
    rw [bellMix_mulVec_bell, dotProduct_smul, bell_orthogonal, if_pos rfl, smul_eq_mul] at h1
    have h2 := (Complex.le_def.mp h1).1
    simpa using h2
  · intro h
    have half : (0 : ℂ) ≤ ((1 / 2 : ℝ) : ℂ) := Complex.zero_le_real.mpr (by norm_num)
    push_cast at half
    -- a sum of projectors with nonnegative weights is positive
    exact Matrix.posSemidef_sum _ fun i _ =>
      ((Matrix.posSemidef_vecMulVec_self_star (bell i)).smul half).smul
        (Complex.zero_le_real.mpr (h i))
```

With coherences between the Bell states, the weights alone no longer decide whether the partial transpose is positive. The state $(ud+i\,du)/\sqrt2$ has weight $\tfrac12$ on each of $b_0$ and $b_1$ and none elsewhere, yet its partial transpose has the eigenvalue $-\tfrac12$.

## The weights sum to one

This is `hp`, the unit trace of a density matrix. In the basis $ud,du$ the mixture has diagonal elements $(p_0+p_1)/2$ and off-diagonal elements $(p_1-p_0)/2$; in $uu,dd$ these are $(p_2+p_3)/2$ and $(p_2-p_3)/2$. Partial transposition exchanges the off-diagonal elements of the two blocks. The eigenvalue on $uu+dd$ becomes

$$\frac{p_2+p_3+p_1-p_0}{2}=\frac{1-2p_0}{2}=\frac12-p_0,$$

where the first equality uses the unit sum. In the same way, $uu-dd$ receives $\tfrac12-p_1$, $ud-du$ receives $\tfrac12-p_2$, and $ud+du$ receives $\tfrac12-p_3$. The eigenvalue $\tfrac12-p_i$ therefore belongs to $b_{i+2}$, with indices modulo 4.

Lean uses `hp` to eliminate $p_3$, then compares all sixteen matrix elements.

```lean
/-- For weights summing to one, the partial transpose of a Bell mixture is again
Bell-diagonal. The new weight of Bell state `i` is 1/2 minus the old weight of state `i + 2`,
counted modulo 4. -/
theorem partialTranspose_bellMix (p : Fin 4 → ℝ) (hp : ∑ i, p i = 1) :
    partialTranspose (bellMix p) = bellMix (fun i => 1 / 2 - p (i + 2)) := by
  -- normalisation eliminates the last weight
  have h3 : p 3 = 1 - p 0 - p 1 - p 2 := by
    rw [Fin.sum_univ_four] at hp
    linarith
  ext ⟨a, b⟩ ⟨c, d⟩
  fin_cases a <;> fin_cases b <;> fin_cases c <;> fin_cases d <;>
    simp [partialTranspose, bellMix, bellProj, bell, Fin.sum_univ_four,
      vecMulVec_apply, h3] <;> ring
```

The eigenvector equation follows from the one for Bell-diagonal operators, because shifting an index twice by 2 returns it to its start.

```lean
/-- For weights summing to one, the partial transpose of the Bell mixture has the Bell vector
`i + 2` (modulo 4) as eigenvector with eigenvalue 1/2 - p_i. -/
theorem partialTranspose_mulVec_bell (p : Fin 4 → ℝ) (hp : ∑ i, p i = 1) (i : Fin 4) :
    partialTranspose (bellMix p) *ᵥ bell (i + 2)
      = ((1 / 2 - p i : ℝ) : ℂ) • bell (i + 2) := by
  have shift : ∀ k : Fin 4, k + 2 + 2 = k := by decide
  rw [partialTranspose_bellMix p hp, bellMix_mulVec_bell]
  simp only [shift]
```

Positivity now means $\tfrac12-p_i\ge0$ for every $i$. The proof applies the earlier criterion to the shifted weights and undoes the shift. The signs of the $p_i$ play no part.

```lean
/-- For real weights summing to one, the partial transpose of the Bell mixture is positive
semidefinite exactly when no weight exceeds 1/2. -/
theorem partialTranspose_posSemidef_iff (p : Fin 4 → ℝ) (hp : ∑ i, p i = 1) :
    (partialTranspose (bellMix p)).PosSemidef ↔ ∀ i, p i ≤ 1 / 2 := by
  have shift : ∀ k : Fin 4, k + 2 + 2 = k := by decide
  rw [partialTranspose_bellMix p hp, bellMix_posSemidef_iff]
  constructor
  · intro h i
    have h1 := h (i + 2)
    simp only [shift] at h1
    linarith
  · intro h i
    have h1 := h (i + 2)
    show 0 ≤ 1 / 2 - p (i + 2)
    linarith
```

Without the unit sum, positivity does not even force one weight to be at most $\tfrac12$: with all four weights equal to 1, the mixture and its partial transpose are both the identity.

## The weights are nonnegative

This is `h0`. Together with `hp` it makes the weights probabilities and the mixture a genuine quantum state. It enters only the last theorem: the partial transpose fails to be positive semidefinite exactly when one and only one Bell state has weight above $\tfrac12$.

By hand, a failure of positivity gives some $p_i>\tfrac12$. If a different $p_k$ also exceeded $\tfrac12$, then $p_i+p_k>1$, whereas nonnegativity of the remaining weights gives $p_i+p_k\le1$. The proof obtains this bound by comparing the sum over the pair with the full sum. Conversely, any weight above $\tfrac12$ violates the positivity criterion.

```lean
/-- For nonnegative weights summing to one, the partial transpose fails to be positive
semidefinite exactly when there is one and only one Bell state with weight above 1/2. -/
theorem not_posSemidef_iff_existsUnique (p : Fin 4 → ℝ) (h0 : ∀ i, 0 ≤ p i)
    (hp : ∑ i, p i = 1) :
    ¬ (partialTranspose (bellMix p)).PosSemidef ↔ ∃! i, 1 / 2 < p i := by
  rw [partialTranspose_posSemidef_iff p hp]
  simp only [not_forall, not_le]
  constructor
  · rintro ⟨i, hi⟩
    refine ⟨i, hi, fun k hk => ?_⟩
    by_contra hne
    -- two different weights cannot add up to more than one
    have h2 : ∑ l ∈ ({k, i} : Finset (Fin 4)), p l ≤ ∑ l, p l :=
      Finset.sum_le_sum_of_subset_of_nonneg (Finset.subset_univ _) (fun l _ _ => h0 l)
    rw [Finset.sum_pair hne, hp] at h2
    have hk' : 1 / 2 < p k := hk
    linarith
  · intro h
    exact h.exists

end

end BellDiagonalPartialTranspose
```

Without nonnegativity, uniqueness can fail: the weights $(1,1,-1,0)$ sum to one, and two of them exceed $\tfrac12$.

```lean
#print axioms BellDiagonalPartialTranspose.partialTranspose_mulVec_bell
-- 'BellDiagonalPartialTranspose.partialTranspose_mulVec_bell' depends on axioms: [propext, Classical.choice, Quot.sound]
#print axioms BellDiagonalPartialTranspose.not_posSemidef_iff_existsUnique
-- 'BellDiagonalPartialTranspose.not_posSemidef_iff_existsUnique' depends on axioms: [propext, Classical.choice, Quot.sound]
```
